# G0W0 for the repulsive one-electron Hubbard dimer: a removal pole in the empty orbital and a Galitskii–Migdal energy below the exact one

A single electron on two sites has no other electron to repel. Its exact ground-state energy is −t, where t > 0 is the hopping, and the antibonding orbital at +t is empty. G0W0, with the on-site repulsion U > 0 taken to act between charges of any spin, nevertheless lets the electron's own charge oscillation screen that repulsion, and so produces a correlation self-energy for the electron's own spin, where the exact one is zero. How does this self-screening affect the removal spectrum, the electron count and the total energy?

## One electron in total, but too low an energy

Frequencies w are real and ħ = 1. Define

h = √(4t² + 2tU)
r = U²t/(2h)
k = h + 2t
s = √(k² + 4r)

Here h is the excitation energy of the screened interaction, r is the strength of the self-energy pole, and s is the distance between the two poles of either orbital's Green function. The lower poles are

g = −(h + s)/2 (antibonding)
b = (h − s)/2 (bonding)

with weights

Z_g = (1 − k/s)/2
Z_b = (1 + k/s)/2

For all t, U > 0,

g < −t − h, Z_g > 0, Z_b + Z_g = 1

and the Galitskii–Migdal energy satisfies

E = ½[(−t + b) Z_b + (t + g) Z_g] < −t

The antibonding orbital, empty in the exact ground state, thus holds a fraction Z_g of an electron in G0W0.

## Root selection and energy evaluation

A solver for the antibonding quasiparticle equation meets two genuine roots in this two-level model, g and −b. The one continuously connected to the orbital energy t is −b, so a small residual alone does not identify the quasiparticle.

A code that obtains occupations or a Galitskii–Migdal energy from the Dyson-corrected Green function must account for all removal poles, here g and b. For this dimer the electron count comes out right even though the occupations and the energy are wrong, so a correct count does not validate the energy.

## From the polarizability to the energy

**Screened interaction.** The normalised charge difference (n₁ − n₂)/√2, with n₁ and n₂ the electron numbers on the two sites, has polarizability p = 2t/(w² − 4t²). Since 1 − Up = (w² − h²)/(w² − 4t²),

½ U²p/(1 − Up) = U²t/(w² − h²) = r/(w − h) − r/(w + h)

The factor ½ is the squared norm of the bonding–antibonding orbital product, which is (½, −½) on the two sites.

**Self-energies.** For the electron's own spin, Hartree and exchange cancel, leaving orbital energies ∓t. The screened interaction couples each orbital to the other. An occupied intermediate level at −t gives a pole at −t − h, and an empty one at t gives a pole at t + h:

Σ_a(w) = r/(w + t + h)
Σ_b(w) = r/(w − t − h)

The subscripts a and b on Σ and G denote the antibonding and bonding orbitals.

**Antibonding poles.** Clearing the fraction in w = t + Σ_a(w) gives

(w − t)(w + t + h) − r = w² + hw − t(t + h) − r = 0

The discriminant is h² + 4t(t + h) + 4r = k² + 4r = s², so the roots are g and −b. Because r > 0, s > k = h + 2t. Hence g < −t − h and −b > t.

**Weights.** At signed distance x from the self-energy pole, Σ′ = −r/x², so the weight is

1/(1 − Σ′) = 1/(1 + r/x²) = x²/(x² + r)

The distances are x = g + t + h = (k − s)/2 for the antibonding pole and x = b − t − h = −(k + s)/2 for the bonding one. Using 4r = s² − k², both satisfy x² + r = −sx. The weight is therefore −x/s, which gives Z_g and Z_b. Their sum is one, and Z_g > 0 because k < s.

**Transfer to the bonding orbital.** The antibonding Green function is

G_a(w) = (w + t + h)/[(w − g)(w + b)] = Z_g/(w − g) + Z_b/(w + b)

The mirror relation G_b(w) = −G_a(−w) then gives

G_b(w) = Z_b/(w − b) + Z_g/(w + g)

The lower bonding pole is b, which lies below −t and has weight Z_b. For the electron's own spin, the poles below −t, g and b, are removal poles, and those above t are addition poles. For the opposite spin every intermediate level is empty, so there are only addition poles and no contribution to the electron count or the energy.

**Energy.** With b + g = −s, b − g = h and Z_b − Z_g = k/s,

E = ¼[(b + g) + (b − g − 2t)k/s] = ¼[(h − 2t)k/s − s]

Substitute h − 2t = k − 4t and multiply E < −t by 4s > 0:

k(k − 4t) − s² < −4ts
⇔ (s − k)(s + k − 4t) > 0

The first factor is positive because s > k. The second is positive because s > k > 2t.

## Definitions and proofs in Lean

```lean
import Mathlib

namespace DimerGhostPole

noncomputable section

/-- Polarizability of the one-electron dimer at frequency `w`, for `w ^ 2 ≠ 4 * t ^ 2`. -/
def polarizability (t w : ℝ) : ℝ := 2 * t / (w ^ 2 - 4 * t ^ 2)

/-- The excitation energy `h` of the screened interaction. -/
def plasmon (t U : ℝ) : ℝ := Real.sqrt (4 * t ^ 2 + 2 * t * U)

/-- The strength `r` of the self-energy pole, for `plasmon t U ≠ 0`. -/
def strength (t U : ℝ) : ℝ := U ^ 2 * t / (2 * plasmon t U)

/-- The distance between the two poles of either orbital Green function. -/
def splitting (t U : ℝ) : ℝ :=
  Real.sqrt ((plasmon t U + 2 * t) ^ 2 + 4 * strength t U)

/-- The G0W0 Green function of the antibonding orbital, defined away from the pole
`-t - h` of its self-energy and away from its own poles. -/
def greenAntibonding (t U w : ℝ) : ℝ :=
  1 / (w - t - strength t U / (w + t + plasmon t U))

/-- The G0W0 Green function of the bonding orbital, defined away from the pole
`t + h` of its self-energy and away from its own poles. -/
def greenBonding (t U w : ℝ) : ℝ :=
  1 / (w + t - strength t U / (w - t - plasmon t U))

/-- The lower pole energy of the antibonding orbital. -/
def ghostRemoval (t U : ℝ) : ℝ := -(plasmon t U + splitting t U) / 2

/-- The lower pole energy of the bonding orbital. -/
def bondingRemoval (t U : ℝ) : ℝ := (plasmon t U - splitting t U) / 2

/-- The weight `1 / (1 - Σ')` of a Green function pole at distance `x ≠ 0` from the
pole of the self-energy. -/
def poleWeight (t U x : ℝ) : ℝ := 1 / (1 + strength t U / x ^ 2)

/-- The Galitskii-Migdal energy: half the sum of orbital energy plus removal energy,
weighted over the lower poles of both orbitals. -/
def galitskiiMigdal (t U : ℝ) : ℝ :=
  ((-t + bondingRemoval t U) * poleWeight t U (bondingRemoval t U - t - plasmon t U)
    + (t + ghostRemoval t U) * poleWeight t U (ghostRemoval t U + t + plasmon t U)) / 2

/-- The excitation energy `h` and the pole strength `r` are positive, the squares of `h` and of the
splitting `s` are given explicitly, and `h + 2 * t < s`. -/
theorem model_facts {t U : ℝ} (ht : 0 < t) (hU : 0 < U) :
    0 < plasmon t U ∧ plasmon t U ^ 2 = 4 * t ^ 2 + 2 * t * U ∧ 0 < strength t U ∧
    splitting t U ^ 2 = (plasmon t U + 2 * t) ^ 2 + 4 * strength t U ∧
    plasmon t U + 2 * t < splitting t U := by
  have hh : 0 < plasmon t U := Real.sqrt_pos.mpr (by positivity)
  have hr : 0 < strength t U := by unfold strength; positivity
  refine ⟨hh, Real.sq_sqrt (by positivity), hr, Real.sq_sqrt (by positivity), ?_⟩
  exact Real.lt_sqrt_of_sq_lt (by linarith)

/-- Half of the correlation part `U² p / (1 - U p)` of the screened interaction is a sum
of two simple poles at `h` and `-h`, with residues `r` and `-r`. -/
theorem screened_interaction_poles {t U w : ℝ} (ht : 0 < t) (hU : 0 < U)
    (h1 : w ^ 2 ≠ 4 * t ^ 2) (h2 : w ^ 2 ≠ plasmon t U ^ 2) :
    U ^ 2 * polarizability t w / (1 - U * polarizability t w) / 2
      = strength t U / (w - plasmon t U) - strength t U / (w + plasmon t U) := by
  obtain ⟨hh, hh2, -, -, -⟩ := model_facts ht hU
  have hD : w ^ 2 - 4 * t ^ 2 ≠ 0 := sub_ne_zero.mpr h1
  have ha : w - plasmon t U ≠ 0 := fun e => h2 (by rw [sub_eq_zero.mp e])
  have hb : w + plasmon t U ≠ 0 := fun e => h2 (by
    linear_combination (w - plasmon t U) * e)
  have hr : strength t U * (2 * plasmon t U) = U ^ 2 * t :=
    div_mul_cancel₀ _ (by positivity)
  -- the dielectric function in factored form
  have hden : 1 - U * polarizability t w
      = (w - plasmon t U) * (w + plasmon t U) / (w ^ 2 - 4 * t ^ 2) := by
    have hp : polarizability t w * (w ^ 2 - 4 * t ^ 2) = 2 * t := div_mul_cancel₀ _ hD
    rw [eq_div_iff hD]
    linear_combination (-U) * hp + hh2
  calc U ^ 2 * polarizability t w / (1 - U * polarizability t w) / 2
      = U ^ 2 * t / ((w - plasmon t U) * (w + plasmon t U)) := by
        have cancel : ∀ D X : ℝ, D ≠ 0 → X ≠ 0 →
            U ^ 2 * (2 * t / D) / (X / D) / 2 = U ^ 2 * t / X := by
          intro D X hD0 hX0
          field_simp
        rw [hden]
        unfold polarizability
        exact cancel _ _ hD (mul_ne_zero ha hb)
    _ = _ := by
        rw [div_sub_div _ _ ha hb]
        congr 1
        linear_combination -hr

/-- The antibonding Dyson denominator, cleared of its fraction, factors over two energies. -/
theorem dyson_factor {t U : ℝ} (ht : 0 < t) (hU : 0 < U) (w : ℝ) :
    (w - ghostRemoval t U) * (w + bondingRemoval t U)
      = (w - t) * (w + t + plasmon t U) - strength t U := by
  obtain ⟨-, -, -, hs2, -⟩ := model_facts ht hU
  unfold ghostRemoval bondingRemoval
  linear_combination (-1 / 4) * hs2

/-- The antibonding Dyson equation has exactly two real solutions, one below `-t - h`
and one above `t`. -/
theorem antibonding_dyson {t U : ℝ} (ht : 0 < t) (hU : 0 < U) :
    (∀ w, w ≠ -t - plasmon t U →
      (w = t + strength t U / (w + t + plasmon t U) ↔
        w = ghostRemoval t U ∨ w = -bondingRemoval t U)) ∧
    ghostRemoval t U < -t - plasmon t U ∧ t < -bondingRemoval t U := by
  obtain ⟨-, -, -, -, hks⟩ := model_facts ht hU
  refine ⟨fun w hw => ?_, by unfold ghostRemoval; linarith,
    by unfold bondingRemoval; linarith⟩
  have hx : w + t + plasmon t U ≠ 0 := fun e => hw (by linarith)
  have key := dyson_factor ht hU w
  constructor
  · intro e
    have e1 : w - t = strength t U / (w + t + plasmon t U) := by linarith
    have e2 := (eq_div_iff hx).mp e1
    have e3 : (w - ghostRemoval t U) * (w + bondingRemoval t U) = 0 := by
      rw [key]; linarith
    rcases mul_eq_zero.mp e3 with e4 | e4
    · left; linarith
    · right; linarith
  · intro e
    have e3 : (w - ghostRemoval t U) * (w + bondingRemoval t U) = 0 := by
      rcases e with e | e <;> rw [e] <;> ring
    have e1 : w - t = strength t U / (w + t + plasmon t U) :=
      (eq_div_iff hx).mpr (by linarith)
    linarith

/-- The weights of the lower antibonding pole and of the lower bonding pole in closed form. -/
theorem removal_weights {t U : ℝ} (ht : 0 < t) (hU : 0 < U) :
    poleWeight t U (ghostRemoval t U + t + plasmon t U)
      = (1 - (plasmon t U + 2 * t) / splitting t U) / 2 ∧
    poleWeight t U (bondingRemoval t U - t - plasmon t U)
      = (1 + (plasmon t U + 2 * t) / splitting t U) / 2 := by
  obtain ⟨hh, -, -, hs2, hks⟩ := model_facts ht hU
  have hs : splitting t U ≠ 0 := by linarith
  have c : (plasmon t U + 2 * t) / splitting t U * splitting t U = plasmon t U + 2 * t :=
    div_mul_cancel₀ _ hs
  -- at a pole the weight is linear in the distance x
  have aux : ∀ x : ℝ, x ≠ 0 → x ^ 2 + strength t U = -(splitting t U * x) →
      poleWeight t U x = -x / splitting t U := by
    intro x hx e
    have e1 : 1 + strength t U / x ^ 2 = (x ^ 2 + strength t U) / x ^ 2 := by
      rw [add_div, div_self (pow_ne_zero 2 hx)]
    unfold poleWeight
    rw [e1, e, one_div_div, div_eq_div_iff (neg_ne_zero.mpr (mul_ne_zero hs hx)) hs]
    ring
  constructor
  · rw [aux _ (ne_of_lt (by unfold ghostRemoval; linarith))
      (by unfold ghostRemoval; linear_combination (-1 / 4) * hs2), div_eq_iff hs]
    unfold ghostRemoval
    linear_combination (1 / 2) * c
  · rw [aux _ (ne_of_lt (by unfold bondingRemoval; linarith))
      (by unfold bondingRemoval; linear_combination (-1 / 4) * hs2), div_eq_iff hs]
    unfold bondingRemoval
    linear_combination (-1 / 2) * c

/-- The antibonding Green function is the sum of its two poles with their weights. -/
theorem antibonding_expansion {t U w : ℝ} (ht : 0 < t) (hU : 0 < U)
    (hw : w ≠ -t - plasmon t U) (h1 : w ≠ ghostRemoval t U) (h2 : w ≠ -bondingRemoval t U) :
    greenAntibonding t U w
      = poleWeight t U (ghostRemoval t U + t + plasmon t U) / (w - ghostRemoval t U)
        + poleWeight t U (bondingRemoval t U - t - plasmon t U) / (w + bondingRemoval t U) := by
  obtain ⟨hh, -, -, -, hks⟩ := model_facts ht hU
  have hs : splitting t U ≠ 0 := by linarith
  have hx : w + t + plasmon t U ≠ 0 := fun e => hw (by linarith)
  have ha : w - ghostRemoval t U ≠ 0 := sub_ne_zero.mpr h1
  have hb : w + bondingRemoval t U ≠ 0 := fun e => h2 (by linarith)
  have c : (plasmon t U + 2 * t) / splitting t U * splitting t U = plasmon t U + 2 * t :=
    div_mul_cancel₀ _ hs
  have d : strength t U / (w + t + plasmon t U) * (w + t + plasmon t U) = strength t U :=
    div_mul_cancel₀ _ hx
  have e : w - t - strength t U / (w + t + plasmon t U)
      = (w - ghostRemoval t U) * (w + bondingRemoval t U) / (w + t + plasmon t U) := by
    rw [eq_div_iff hx]
    linear_combination -d - dyson_factor ht hU w
  rw [(removal_weights ht hU).1, (removal_weights ht hU).2, div_add_div _ _ ha hb]
  unfold greenAntibonding
  rw [e, one_div_div]
  congr 1
  unfold ghostRemoval bondingRemoval
  linear_combination (-1 / 2) * c

/-- Particle-hole mirror: the bonding Green function at `w` is minus the antibonding one
at `-w`. -/
theorem particle_hole_mirror (t U w : ℝ) :
    greenBonding t U w = -greenAntibonding t U (-w) := by
  unfold greenBonding greenAntibonding
  have e : -w + t + plasmon t U = -(w - t - plasmon t U) := by ring
  have e2 : -w - t - -(strength t U / (w - t - plasmon t U))
      = -(w + t - strength t U / (w - t - plasmon t U)) := by ring
  rw [e, div_neg, e2, div_neg, neg_neg]

/-- The lower antibonding pole energy is below `-t - h` and its weight is positive; the weights of
the lower poles of both orbitals sum to one, and the Galitskii-Migdal energy is strictly below `-t`.
-/
theorem ghost_pole_number_and_energy {t U : ℝ} (ht : 0 < t) (hU : 0 < U) :
    ghostRemoval t U < -t - plasmon t U ∧
    0 < poleWeight t U (ghostRemoval t U + t + plasmon t U) ∧
    poleWeight t U (bondingRemoval t U - t - plasmon t U)
      + poleWeight t U (ghostRemoval t U + t + plasmon t U) = 1 ∧
    galitskiiMigdal t U < -t := by
  obtain ⟨hh, -, -, -, hks⟩ := model_facts ht hU
  have hs : 0 < splitting t U := by linarith
  obtain ⟨hA, hB⟩ := removal_weights ht hU
  refine ⟨(antibonding_dyson ht hU).2.1, ?_, ?_, ?_⟩
  · have hq : (plasmon t U + 2 * t) / splitting t U < 1 := by
      rw [div_lt_iff₀ hs]; linarith
    rw [hA]; linarith
  · rw [hA, hB]; ring
  · -- the energy bound reduces to a product of two positive factors
    have hq : (plasmon t U + 2 * t) / splitting t U * (plasmon t U - 2 * t)
        < splitting t U - 4 * t := by
      rw [div_mul_eq_mul_div, div_lt_iff₀ hs]
      have h1 : 0 < splitting t U - (plasmon t U + 2 * t) := by linarith
      have h2 : 0 < splitting t U + (plasmon t U + 2 * t) - 4 * t := by linarith
      nlinarith [mul_pos h1 h2]
    have hE : galitskiiMigdal t U
        = ((plasmon t U + 2 * t) / splitting t U * (plasmon t U - 2 * t)
            - splitting t U) / 4 := by
      unfold galitskiiMigdal
      rw [hA, hB]
      unfold ghostRemoval bondingRemoval
      ring
    rw [hE]; linarith

end

end DimerGhostPole
```

```lean
#print axioms DimerGhostPole.screened_interaction_poles
#print axioms DimerGhostPole.antibonding_expansion
#print axioms DimerGhostPole.particle_hole_mirror
#print axioms DimerGhostPole.ghost_pole_number_and_energy
```

```
'DimerGhostPole.screened_interaction_poles' depends on axioms: [propext, Classical.choice, Quot.sound]
'DimerGhostPole.antibonding_expansion' depends on axioms: [propext, Classical.choice, Quot.sound]
'DimerGhostPole.particle_hole_mirror' depends on axioms: [propext, Classical.choice, Quot.sound]
'DimerGhostPole.ghost_pole_number_and_energy' depends on axioms: [propext, Classical.choice, Quot.sound]
```

## Two levels, real frequencies and a prescribed self-energy

**Reading the statements.** The parameters `t`, `U` and `w` are real numbers, and `ht` and `hU` state that the hopping and the repulsion are positive. `plasmon`, `strength` and `splitting` are h, r and s; `ghostRemoval` and `bondingRemoval` are g and b. `poleWeight t U x` takes the distance x from the self-energy pole, not the frequency.

The final theorem, `ghost_pole_number_and_energy`, has four parts: the position of g, the positivity of its weight, the unit sum of the removal weights, and the strict energy bound. `antibonding_dyson` adds that, away from the self-energy pole, g and −b are the only real solutions of the antibonding equation.

**How the proof runs.** `model_facts` collects the positivity of h and r, the squares of h and s, and k < s. `screened_interaction_poles` factors the dielectric function 1 − Up and then splits the fraction. `dyson_factor` is the quadratic in factored form, checked by `linear_combination` from the square of s; `antibonding_dyson` reads the roots from it.

In `removal_weights`, the auxiliary statement `aux` is the step from x² + r = −sx to the weight −x/s. `antibonding_expansion` shows that these weights are the coefficients of the two antibonding poles, and `particle_hole_mirror` carries the result to the bonding orbital when the two are combined. In the last proof, `hE` is the closed form of E, and `nlinarith` receives the product (s − k)(s + k − 4t) > 0 through `mul_pos`.

**What is put in by definition.** The file proves the pole form of the screened interaction, but the frequency convolution that turns it into Σ_a and Σ_b enters through the definitions of `greenAntibonding` and `greenBonding`. The polarizability and the Galitskii–Migdal sum are also definitions. There is no infinitesimal broadening: the lower pole of each orbital is counted as removal because `galitskiiMigdal` sums over those poles. The exact energy appears as the number −t, without a many-body Hamiltonian behind it.

The results concern one G0W0 step from the orbital energies ∓t on two sites with one electron. They do not cover self-consistent GW, other fillings or larger systems.

**Allowing U = 0.** Take t = 1 and U = 0. Then h = 2, r = 0 and s = 4, so g = −3 = −t − h and the strict inequality for the pole position fails. Physically, G_a(w) = 1/(w − 1) has no second pole, and the energy is exactly −1. The Lean weight formula is not meaningful at this point, since it would divide by x² = 0.
